# At fixed positive temperature, a fixed relative error in a harmonic frequency keeps a finite free-energy cost as the frequency goes to zero

## Does the error of a soft mode fade with its frequency?

I use units with $k_B=\hbar=1$. A harmonic mode of angular frequency $w>0$ at temperature $T>0$ has the vibrational free energy

$$F(w)=T\log\!\big(2\sinh(w/(2T))\big),$$

which includes the zero-point energy $w/2$.

One of my computed modes is very soft, and its frequency changes by half when I change the numerical settings. The absolute change is tiny, and so is the change in zero-point energy, so I would like to ignore it. But $F(w)\to-\infty$ as $w\to0$, which makes me doubt that. If a frequency $a$ is replaced by $ra$, with $r>0$ and $T$ fixed, does the free-energy error vanish, stay finite or diverge as $a\to0$?

## It stays finite and tends to $T\log r$

For $0<a<b$ the difference is bounded on both sides:

$$T\log\frac ba<F(b)-F(a)<T\log\frac ba+\frac{b-a}{2}.$$

The term $T\log(b/a)$ is the difference of the classical free energies $T\log(w/T)$. It depends only on the ratio of the frequencies, so making both of them small does not reduce it. Your zero-point estimate amounts to giving $F$ the slope $1/2$, whereas the true slope exceeds $T/w$.

**The slope.** Put $x=w/(2T)$. The chain rule gives

$$F'(w)=T\cdot\frac{2\cosh x\cdot\frac1{2T}}{2\sinh x}=\frac{\cosh x}{2\sinh x}.$$

To bound it, we need $\sinh x<x\cosh x<(1+x)\sinh x$ for $x>0$. The function $y\cosh y-\sinh y$ vanishes at $y=0$ and has derivative $y\sinh y>0$ for $y>0$, which proves the left inequality. For the right one,

$$(1+x)\sinh x-x\cosh x=\sinh x-xe^{-x}=\tfrac12\big(e^{x}-(1+2x)e^{-x}\big),$$

and this is positive because $1+2x<e^{2x}$. Dividing the double inequality by $2x\sinh x$ and using $1/(2x)=T/w$, we get

$$\frac Tw<F'(w)<\frac Tw+\frac12.$$

Since $\cosh x>\sinh x$, also $F'(w)>1/2$.

**From slopes to differences.** By these bounds, the three functions $F(w)-T\log w$, $T\log w+w/2-F(w)$ and $F(w)-w/2$ have positive derivatives, so each is larger at $b$ than at $a$. The first two comparisons are the two bounds above. The third is $(b-a)/2<F(b)-F(a)$.

**Errors of either sign.** If $b<a$, exchange the two frequencies in the bounds and change the sign:

$$-\frac{a-b}2<F(b)-F(a)-T\log\frac ba<0.$$

If $a=b$, the middle expression is zero. So for any positive $a$ and $b$,

$$\Big|F(b)-F(a)-T\log\frac ba\Big|\le\frac{|b-a|}2.$$

**The two limits.** With $b=ra$ the right-hand side is $|r-1|a/2$, which tends to zero with $a$. Hence $F(ra)-F(a)\to T\log r$, which is nonzero unless $r=1$. If instead $a<b$ are fixed and $T\to0^+$, the difference lies between $(b-a)/2$ and $T\log(b/a)+(b-a)/2$, so it tends to $(b-a)/2$. A coefficient smaller than $1/2$ in the upper bound would therefore fail at low temperature.

### A mode at 20 or 30 cm⁻¹

A harmonic free-energy calculation diagonalises the mass-weighted Hessian or the dynamical matrix and adds up $F$ over the modes. Suppose that one mode comes out at 20 cm⁻¹ with one setting and at 30 cm⁻¹ with another, at 300 K. The classical term is $RT\log 1.5\approx1.01$ kJ/mol, and half the frequency difference, 5 cm⁻¹, is about 0.06 kJ/mol. The shift in free energy therefore lies between 1.01 and 1.08 kJ/mol. For 2 and 3 cm⁻¹ the classical term is the same, and only the 0.06 shrinks, to 0.006. For independent harmonic modes, a relative error in a soft frequency thus enters the vibrational free energy of a molecule or crystal without being damped by the smallness of that frequency. In a crystal, the free energy per cell is averaged over wave vectors, so the error of a single mode is also multiplied by the weight of its wave vector.

### What the Lean theorems say

In the file below, `freeEnergy T w` is $F(w)$ and `slope T w` is $\cosh x/(2\sinh x)$. Temperature and frequencies are real numbers, and the hypotheses `hT`, `ha`, `hb`, `hr` and `hab` state that $T$, $a$, $b$ and $r$ are positive and that $a<b$, wherever these are needed.

- `freeEnergy_sub_bounds` is the pair of strict bounds, and `zeroPoint_lt_freeEnergy_sub` is the lower bound $(b-a)/2$.
- `abs_freeEnergy_sub_le` is the estimate for two positive frequencies in either order.
- `soft_mode_limit` says that $F(ra)-F(a)\to T\log r$ at fixed $T$ and $r$, and `zero_temperature_limit` says that $F(b)-F(a)\to(b-a)/2$ at fixed $a<b$.

Both limits use the filter `𝓝[>] 0`, which means approach to zero through positive values. Writing `𝓝 0` in `soft_mode_limit` would make it false for every $r\neq1$: that filter also sees the point $a=0$, where Lean's convention $\log0=0$ makes the difference $0$ instead of $T\log r$.

The formula for $F$ enters as a definition and is not derived from a partition function. The statements concern one harmonic mode with a real, positive frequency. They leave out anharmonicity, which is often important for a real soft mode, as well as imaginary frequencies and free translations or rotations.

```lean
import Mathlib

open Filter Topology Set

namespace SoftModeFreeEnergy

noncomputable section

/-- Free energy of a harmonic mode of frequency `w > 0` at temperature `T > 0`,
in units where Boltzmann's constant and the reduced Planck constant are one. -/
def freeEnergy (T w : ℝ) : ℝ := T * Real.log (2 * Real.sinh (w / (2 * T)))

/-- Half the hyperbolic cotangent of `w / (2T)`, for `T > 0` and `w > 0`. -/
def slope (T w : ℝ) : ℝ := Real.cosh (w / (2 * T)) / (2 * Real.sinh (w / (2 * T)))

/-- A function with positive derivative between `a` and `b`, differentiable also at the
end points, is larger at `b` than at `a` when `a < b`. -/
theorem lt_of_deriv_pos {f f' : ℝ → ℝ} {a b : ℝ} (hab : a < b)
    (hf : ∀ w ∈ Icc a b, HasDerivAt f (f' w) w) (hpos : ∀ w ∈ Ioo a b, 0 < f' w) :
    f a < f b := by
  have hmono : StrictMonoOn f (Icc a b) := by
    apply strictMonoOn_of_deriv_pos (convex_Icc a b)
    · exact fun w hw => (hf w hw).continuousAt.continuousWithinAt
    · intro w hw
      rw [interior_Icc] at hw
      rw [(hf w (Ioo_subset_Icc_self hw)).deriv]
      exact hpos w hw
  exact hmono (left_mem_Icc.mpr hab.le) (right_mem_Icc.mpr hab.le) hab

/-- For `x > 0`, the product `x cosh x` lies strictly between `sinh x` and
`(1 + x) sinh x`. -/
theorem mul_cosh_bounds {x : ℝ} (hx : 0 < x) :
    Real.sinh x < x * Real.cosh x ∧ x * Real.cosh x < (1 + x) * Real.sinh x := by
  constructor
  · -- the difference vanishes at zero and has derivative `y sinh y`
    have h : 0 * Real.cosh 0 - Real.sinh 0 < x * Real.cosh x - Real.sinh x :=
      lt_of_deriv_pos (f := fun y => y * Real.cosh y - Real.sinh y)
        (f' := fun y => y * Real.sinh y) hx
        (fun y _ => (((hasDerivAt_id' y).fun_mul (Real.hasDerivAt_cosh y)).fun_sub
          (Real.hasDerivAt_sinh y)).congr_deriv (by ring))
        (fun y hy => mul_pos hy.1 (Real.sinh_pos_iff.mpr hy.1))
    rw [Real.sinh_zero] at h
    linarith
  · -- this is `1 + 2x < exp (2x)`, multiplied by `exp (-x)`
    have h1 : 2 * x + 1 < Real.exp (2 * x) := Real.add_one_lt_exp (by positivity)
    have h2 : Real.exp (2 * x) * Real.exp (-x) = Real.exp x := by
      rw [← Real.exp_add]
      congr 1
      ring
    have h3 := mul_lt_mul_of_pos_right h1 (Real.exp_pos (-x))
    rw [h2] at h3
    rw [Real.cosh_eq, Real.sinh_eq]
    linarith

/-- For `T > 0` and `w > 0`, the derivative of the free energy with respect to frequency
is half the hyperbolic cotangent of `w / (2T)`. -/
theorem hasDerivAt_freeEnergy {T w : ℝ} (hT : 0 < T) (hw : 0 < w) :
    HasDerivAt (freeEnergy T) (slope T w) w := by
  have hs : 0 < Real.sinh (w / (2 * T)) := Real.sinh_pos_iff.mpr (by positivity)
  have h1 : HasDerivAt (fun v : ℝ => v / (2 * T)) (1 / (2 * T)) w :=
    (hasDerivAt_id' w).div_const (2 * T)
  have h2 := ((h1.sinh.const_mul 2).log (by positivity)).const_mul T
  refine HasDerivAt.congr_deriv h2 ?_
  change T * (2 * (Real.cosh (w / (2 * T)) * (1 / (2 * T))) /
    (2 * Real.sinh (w / (2 * T)))) = Real.cosh (w / (2 * T)) / (2 * Real.sinh (w / (2 * T)))
  generalize Real.sinh (w / (2 * T)) = s at hs ⊢
  generalize Real.cosh (w / (2 * T)) = c
  field_simp

/-- For `T > 0` and `w > 0`, the slope of the free energy exceeds both the classical value
`T / w` and the zero-point value `1 / 2`, and is less than their sum. -/
theorem slope_bounds {T w : ℝ} (hT : 0 < T) (hw : 0 < w) :
    T / w < slope T w ∧ 1 / 2 < slope T w ∧ slope T w < T / w + 1 / 2 := by
  have hx : 0 < w / (2 * T) := by positivity
  have hTw : T / w = 1 / (2 * (w / (2 * T))) := by field_simp
  rw [hTw]
  unfold slope
  generalize w / (2 * T) = x at hx ⊢
  have hs : 0 < Real.sinh x := Real.sinh_pos_iff.mpr hx
  obtain ⟨h1, h2⟩ := mul_cosh_bounds hx
  have h3 := Real.sinh_lt_cosh x
  refine ⟨?_, ?_, ?_⟩
  · rw [div_lt_div_iff₀ (by positivity) (by positivity)]
    linarith
  · rw [div_lt_div_iff₀ (by positivity) (by positivity)]
    linarith
  · have h4 : 1 / (2 * x) + 1 / 2 = (1 + x) / (2 * x) := by field_simp
    rw [h4, div_lt_div_iff₀ (by positivity) (by positivity)]
    linarith

/-- For `T > 0` and `0 < a < b`, raising the frequency from `a` to `b` raises the free energy
by more than `T log (b/a)` and by less than `T log (b/a) + (b - a)/2`. -/
theorem freeEnergy_sub_bounds {T a b : ℝ} (hT : 0 < T) (ha : 0 < a) (hab : a < b) :
    T * Real.log (b / a) < freeEnergy T b - freeEnergy T a ∧
      freeEnergy T b - freeEnergy T a < T * Real.log (b / a) + (b - a) / 2 := by
  have hlog : ∀ w ∈ Icc a b, HasDerivAt (fun v => T * Real.log v) (T * w⁻¹) w :=
    fun w hw => (Real.hasDerivAt_log (ha.trans_le hw.1).ne').const_mul T
  rw [Real.log_div (ha.trans hab).ne' ha.ne']
  constructor
  · -- the free energy minus its classical logarithm increases
    have h : freeEnergy T a - T * Real.log a < freeEnergy T b - T * Real.log b :=
      lt_of_deriv_pos (f := fun w => freeEnergy T w - T * Real.log w)
        (f' := fun w => slope T w - T * w⁻¹) hab
        (fun w hw => (hasDerivAt_freeEnergy hT (ha.trans_le hw.1)).fun_sub (hlog w hw))
        (fun w hw => by
          have := (slope_bounds hT (ha.trans hw.1)).1
          rw [div_eq_mul_inv T w] at this
          linarith)
    linarith
  · -- adding the zero-point energy to the logarithm reverses the comparison
    have h : T * Real.log a + a / 2 - freeEnergy T a <
        T * Real.log b + b / 2 - freeEnergy T b :=
      lt_of_deriv_pos (f := fun w => T * Real.log w + w / 2 - freeEnergy T w)
        (f' := fun w => T * w⁻¹ + 1 / 2 - slope T w) hab
        (fun w hw => ((hlog w hw).fun_add ((hasDerivAt_id' w).div_const 2)).fun_sub
          (hasDerivAt_freeEnergy hT (ha.trans_le hw.1)))
        (fun w hw => by
          have := (slope_bounds hT (ha.trans hw.1)).2.2
          rw [div_eq_mul_inv T w] at this
          linarith)
    linarith

/-- For `T > 0` and `0 < a < b`, the free energy difference exceeds the difference
`(b - a)/2` of the zero-point energies. -/
theorem zeroPoint_lt_freeEnergy_sub {T a b : ℝ} (hT : 0 < T) (ha : 0 < a) (hab : a < b) :
    (b - a) / 2 < freeEnergy T b - freeEnergy T a := by
  have h : freeEnergy T a - a / 2 < freeEnergy T b - b / 2 :=
    lt_of_deriv_pos (f := fun w => freeEnergy T w - w / 2)
      (f' := fun w => slope T w - 1 / 2) hab
      (fun w hw => (hasDerivAt_freeEnergy hT (ha.trans_le hw.1)).fun_sub
        ((hasDerivAt_id' w).div_const 2))
      (fun w hw => sub_pos.mpr (slope_bounds hT (ha.trans hw.1)).2.1)
  linarith

/-- For `T > 0` and any two positive frequencies, in either order, the free energy difference
deviates from `T log (b/a)` by at most `|b - a|/2`. -/
theorem abs_freeEnergy_sub_le {T a b : ℝ} (hT : 0 < T) (ha : 0 < a) (hb : 0 < b) :
    |freeEnergy T b - freeEnergy T a - T * Real.log (b / a)| ≤ |b - a| / 2 := by
  rcases lt_trichotomy a b with h | h | h
  · obtain ⟨h1, h2⟩ := freeEnergy_sub_bounds hT ha h
    rw [abs_of_pos (sub_pos.mpr h), abs_le]
    constructor <;> linarith
  · subst h
    simp [ha.ne']
  · obtain ⟨h1, h2⟩ := freeEnergy_sub_bounds hT hb h
    rw [Real.log_div ha.ne' hb.ne'] at h1 h2
    rw [Real.log_div hb.ne' ha.ne', abs_of_neg (sub_neg.mpr h), abs_le]
    constructor <;> linarith

/-- At fixed `T > 0`, replacing a frequency `a` by `r a` with fixed `r > 0` changes the free
energy by an amount that tends to `T log r` as `a` tends to zero from above. -/
theorem soft_mode_limit {T r : ℝ} (hT : 0 < T) (hr : 0 < r) :
    Tendsto (fun a => freeEnergy T (r * a) - freeEnergy T a) (𝓝[>] 0)
      (𝓝 (T * Real.log r)) := by
  rw [tendsto_iff_norm_sub_tendsto_zero]
  have hc : Continuous (fun a : ℝ => |r * a - a| / 2) := by fun_prop
  have h0 : Tendsto (fun a : ℝ => |r * a - a| / 2) (𝓝[>] 0) (𝓝 0) :=
    (hc.tendsto' 0 0 (by simp)).mono_left nhdsWithin_le_nhds
  refine squeeze_zero' (Eventually.of_forall fun a => norm_nonneg _) ?_ h0
  filter_upwards [self_mem_nhdsWithin] with a ha
  have ha' : 0 < a := ha
  have h := abs_freeEnergy_sub_le hT ha' (mul_pos hr ha')
  rw [mul_div_cancel_right₀ r ha'.ne'] at h
  rwa [Real.norm_eq_abs]

/-- For fixed frequencies `0 < a < b`, the free energy difference tends to the zero-point
difference `(b - a)/2` as the temperature tends to zero from above. -/
theorem zero_temperature_limit {a b : ℝ} (ha : 0 < a) (hab : a < b) :
    Tendsto (fun T => freeEnergy T b - freeEnergy T a) (𝓝[>] 0) (𝓝 ((b - a) / 2)) := by
  have hc : Continuous (fun T : ℝ => T * Real.log (b / a) + (b - a) / 2) := by fun_prop
  have hup : Tendsto (fun T : ℝ => T * Real.log (b / a) + (b - a) / 2) (𝓝[>] 0)
      (𝓝 ((b - a) / 2)) :=
    (hc.tendsto' 0 ((b - a) / 2) (by simp)).mono_left nhdsWithin_le_nhds
  refine tendsto_of_tendsto_of_tendsto_of_le_of_le' tendsto_const_nhds hup ?_ ?_
  · filter_upwards [self_mem_nhdsWithin] with T hT
    exact (zeroPoint_lt_freeEnergy_sub hT ha hab).le
  · filter_upwards [self_mem_nhdsWithin] with T hT
    exact (freeEnergy_sub_bounds hT ha hab).2.le

end

end SoftModeFreeEnergy
```

```lean
#print axioms SoftModeFreeEnergy.soft_mode_limit
#print axioms SoftModeFreeEnergy.zero_temperature_limit
```

```
'SoftModeFreeEnergy.soft_mode_limit' depends on axioms: [propext, Classical.choice, Quot.sound]
'SoftModeFreeEnergy.zero_temperature_limit' depends on axioms: [propext, Classical.choice, Quot.sound]
```

### From the slope bounds to the limits in Lean

`lt_of_deriv_pos` is the comparison principle used throughout. It asks for a derivative on the closed interval but for positivity only in the interior. This matters in `mul_cosh_bounds`, where the interval starts at $0$ and the derivative $y\sinh y$ vanishes there. The second half of that lemma multiplies $1+2x<e^{2x}$ by $e^{-x}$, writes $\cosh$ and $\sinh$ as exponentials, and leaves the remaining linear arithmetic to `linarith`.

`hasDerivAt_freeEnergy` is the chain rule. Positivity of $\sinh x$ permits differentiating the logarithm, and `field_simp` cancels the factors of $T$ and $2$. `slope_bounds` rewrites $T/w$ as $1/(2x)$ and cross-multiplies with `div_lt_div_iff₀`, after which `mul_cosh_bounds` and $\sinh x<\cosh x$ give the three inequalities.

`freeEnergy_sub_bounds` applies `lt_of_deriv_pos` to the first two of the three increasing functions above, and `zeroPoint_lt_freeEnergy_sub` applies it to the third. `abs_freeEnergy_sub_le` splits into $a<b$, $a=b$ and $b<a$ with `lt_trichotomy`, and uses the strict bounds with the frequencies exchanged in the last case.

For `soft_mode_limit`, `squeeze_zero'` traps the distance from $T\log r$ between $0$ and $|ra-a|/2$, which is continuous in $a$ and vanishes at $0$. `zero_temperature_limit` is also a squeeze, between the constant $(b-a)/2$ and the upper bound of `freeEnergy_sub_bounds`.
